# Parseval's identity for Wannier amplitudes on a finite ring

On a ring of `N` cells, with `N` nonzero, the Wannier amplitude on cell R is w_R = (1/N) ∑_k z_k exp(2πi kR/N), where the z_k are arbitrary complex coefficients, one for each lattice momentum. The declaration `parseval` states that the sum of |w_R|² over the cells equals the mean of |z_k|² over the momenta. The z_k need not have modulus one; if they do, the total is 1. The attempt writes each squared modulus as a number times its conjugate, exchanges the sums and uses the inverse transform `bloch_from_wannier` to get the identity in ℂ, then tries to carry it over to ℝ by normalising casts.

An attempt in Lean 4 with a fault in it:

```lean
import Mathlib

open Finset ZMod
open scoped ComplexConjugate

namespace PipekMezeyRing

noncomputable section

variable {N : ℕ} [NeZero N]

/-- The Wannier amplitude on cell `R` of an `N`-cell ring, built from the Bloch phases `z`;
`stdAddChar (k * R)` is the lattice phase `exp (2πi k R / N)`. -/
def wannier (z : ZMod N → ℂ) (R : ZMod N) : ℂ :=
  (1 / (N : ℂ)) * ∑ k, z k * stdAddChar (k * R)

/-- Lattice phases summed over the ring give `N` at zero momentum and zero otherwise. -/
theorem phase_sum (a : ZMod N) :
    ∑ R : ZMod N, (stdAddChar (R * a) : ℂ) = if a = 0 then (N : ℂ) else 0 := by
  rw [AddChar.sum_mulShift a (ZMod.isPrimitive_stdAddChar N)]
  split_ifs <;> simp [ZMod.card]

/-- The Bloch phases are recovered from the Wannier amplitudes by the inverse lattice
Fourier transform. -/
theorem bloch_from_wannier (z : ZMod N → ℂ) (k : ZMod N) :
    ∑ R, wannier z R * stdAddChar (-(k * R)) = z k := by
  have hN : (N : ℂ) ≠ 0 := Nat.cast_ne_zero.mpr (NeZero.ne N)
  calc ∑ R, wannier z R * stdAddChar (-(k * R))
      = ∑ R, ∑ q, (1 / (N : ℂ)) * (z q * stdAddChar (R * (q - k))) := by
        refine sum_congr rfl fun R _ => ?_
        rw [wannier, mul_sum, sum_mul]
        refine sum_congr rfl fun q _ => ?_
        rw [show R * (q - k) = q * R + -(k * R) by ring, AddChar.map_add_eq_mul]
        ring
    _ = ∑ q, (1 / (N : ℂ)) * (z q * ∑ R : ZMod N, stdAddChar (R * (q - k))) := by
        rw [sum_comm]
        simp only [mul_sum]
    _ = z k := by
        -- only the momentum q = k survives
        rw [sum_eq_single k]
        · rw [phase_sum, if_pos (sub_self k)]
          field_simp
        · intro q _ hq
          rw [phase_sum, if_neg (sub_ne_zero.mpr hq)]
          simp
        · intro h
          exact absurd (mem_univ k) h

/-- Parseval's identity on the ring: the total site population is the mean of `‖z_k‖ ^ 2`. -/
theorem parseval (z : ZMod N → ℂ) :
    ∑ R, ‖wannier z R‖ ^ 2 = (1 / (N : ℝ)) * ∑ k, ‖z k‖ ^ 2 := by
  have key : ∑ R, wannier z R * conj (wannier z R)
      = (1 / (N : ℂ)) * ∑ k, z k * conj (z k) := by
    calc ∑ R, wannier z R * conj (wannier z R)
        = ∑ R, ∑ k, (1 / (N : ℂ)) *
            (conj (z k) * (wannier z R * stdAddChar (-(k * R)))) := by
          refine sum_congr rfl fun R _ => ?_
          have h : conj (wannier z R)
              = (1 / (N : ℂ)) * ∑ k, conj (z k) * stdAddChar (-(k * R)) := by
            simp only [wannier, map_mul, map_sum, map_div₀, map_one, map_natCast,
              AddChar.map_neg_eq_conj]
          rw [h, mul_sum, mul_sum]
          exact sum_congr rfl fun k _ => by ring
      _ = ∑ k, (1 / (N : ℂ)) *
            (conj (z k) * ∑ R, wannier z R * stdAddChar (-(k * R))) := by
          rw [sum_comm]
          simp only [mul_sum]
      _ = (1 / (N : ℂ)) * ∑ k, z k * conj (z k) := by
          simp only [bloch_from_wannier]
          rw [mul_sum]
          exact sum_congr rfl fun k _ => by ring
  simp only [Complex.mul_conj, Complex.normSq_eq_norm_sq] at key
  exact_mod_cast key

end

end PipekMezeyRing
```

Messages:

```
Main.lean:73:2: error: mod_cast has type
  ↑(∑ i, ‖wannier z i‖ ^ 2) = 1 / ↑N * ↑(∑ i, ‖z i‖ ^ 2)
but is expected to have type
  ∑ R, ‖wannier z R‖ ^ 2 = 1 / ↑N * ∑ k, ‖z k‖ ^ 2
```

As a diff, the version that Lean accepts:

```diff
@@ -71,5 +71,7 @@
           exact sum_congr rfl fun k _ => by ring
   simp only [Complex.mul_conj, Complex.normSq_eq_norm_sq] at key
-  exact_mod_cast key
+  apply Complex.ofReal_injective
+  push_cast at key ⊢
+  exact key
 
 end
```

Cause. The message shows `key` after `exact_mod_cast` has normalised it: still an equation in ℂ, while the goal is one in ℝ. The casts have been moved outside the two sums, but the factor `1 / ↑N` stands in the way. In `key` its `↑N` is a natural number cast straight to ℂ, and the normaliser did not rewrite the quotient as the cast of a real number. The right-hand side therefore never became a single cast from ℝ, and the cast could not be cancelled from the equation.

The repair takes the goal to ℂ instead. `apply Complex.ofReal_injective` reduces the real equation to the equality of its two sides cast to ℂ. `push_cast at key ⊢` then moves the casts inwards in both `key` and the goal, through sums, products, quotients and powers; in the goal, the real `↑N` cast to ℂ becomes the direct cast of `N` that `key` already has. The two statements now agree, and `exact key` closes the goal.
